# The virial theorem for eigenvectors in a magnetic field

A charged particle in a potential well has a kinetic energy tied to the force that confines it. A magnetic field does no work, yet it bends the motion and so changes this balance. For a stationary state, the correction is an expectation value of field, position and kinetic momentum. The derivation below assumes symmetric kinetic momenta and potential, and an eigenvector in a space which all the operators map into itself.

The algebra comes first, with operators as elements of a complex algebra `A` and Cartesian directions labelled by `ι`.

```lean
import Mathlib

open Complex

namespace MagneticVirial

noncomputable section

variable {ι A : Type*} [Ring A] [Algebra ℂ A]
```

## Commutators that encode the field

Let $x_j$ be the positions, $P_j$ the kinetic momenta (canonical momentum minus charge times vector potential), $V$ the potential and $G_j$ its gradient. With $\hbar=1$ and the charge absorbed into the field tensor $F_{jk}$,

$$[x_j,P_k]=i\delta_{jk},\quad [P_j,P_k]=iF_{jk},\quad [V,x_j]=0,\quad [V,P_j]=iG_j .$$

The field may vary in space, and the $x_j$ are not required to commute with each other.

```lean
/-- Commutation relations of positions `x`, kinetic momenta `P`, a potential `V` with
gradient `G`, and a magnetic field tensor `F`, in units with `ℏ = 1`. -/
structure MagneticRelations [DecidableEq ι] (x P : ι → A) (V : A) (G : ι → A)
    (F : ι → ι → A) : Prop where
  xP : ∀ j k, x j * P k - P k * x j = if j = k then I • (1 : A) else 0
  PP : ∀ j k, P j * P k - P k * P j = I • F j k
  Vx : ∀ j, V * x j - x j * V = 0
  VP : ∀ j, V * P j - P j * V = I • G j
```

For unit mass, the Hamiltonian is $H=\tfrac12P^2+V$, where $P^2=\sum_kP_k^2$.

```lean
/-- The Hamiltonian `P²/2 + V` of a particle of unit mass. -/
def hamiltonian [Fintype ι] (P : ι → A) (V : A) : A :=
  (1 / 2 : ℂ) • (∑ k, P k * P k) + V
```

The virial is $D=\sum_j x_jP_j$.

```lean
/-- The virial `∑ x_j P_j`. -/
def virial [Fintype ι] (x P : ι → A) : A := ∑ j, x j * P j
```

The field will enter through $M=\sum_j x_j\,\tfrac12\sum_k(F_{jk}P_k+P_kF_{jk})$. Both orders appear because a non-uniform field need not commute with $P_k$.

```lean
/-- The magnetic term `∑ x_j (F_jk P_k + P_k F_jk) / 2`. -/
def magneticTerm [Fintype ι] (x P : ι → A) (F : ι → ι → A) : A :=
  ∑ j, x j * ((1 / 2 : ℂ) • ∑ k, (F j k * P k + P k * F j k))
```

In the plane, a uniform perpendicular field has $F_{xy}=B=-F_{yx}$; Lean numbers the directions 0 and 1.

```lean
/-- The field tensor of a uniform field `B` perpendicular to the plane. -/
def uniformField (B : ℝ) : Fin 2 → Fin 2 → A :=
  fun j k => (!![0, (B : ℂ); -(B : ℂ), 0] j k) • (1 : A)
```

The matching kinetic angular momentum is $L=xP_y-yP_x$. It contains the kinetic momentum, so for $B\neq0$ it differs from the canonical angular momentum.

```lean
/-- The kinetic angular momentum `x P_y - y P_x` in the plane. -/
def kineticL (x P : Fin 2 → A) : A := x 0 * P 1 - x 1 * P 0
```

## The commutator of energy and virial

The basic relations give

$$[P^2,x_j]=-2iP_j,\qquad [P^2,P_j]=-i\sum_k(F_{jk}P_k+P_kF_{jk}).$$

By the product rule,

$$[H,x_jP_j]=\tfrac12[P^2,x_j]P_j+\tfrac12x_j[P^2,P_j]+x_j[V,P_j],$$

where $[V,x_j]=0$ has removed one term. Summing over $j$ yields

$$[H,D]=i\Big(\sum_jx_jG_j-P^2-M\Big).$$

In the code, `hx`, `hP` and `key` are these three displayed steps before the sum. The tactic `noncomm_ring` proves identities valid in every ring, never exchanging two factors. Here it proves that $[P_k^2,x_j]$ equals $-P_k[x_j,P_k]-[x_j,P_k]P_k$, exposing the commutator that the hypothesis `h.xP` then replaces. Afterwards `module` collects the scalar coefficients.

```lean
/-- Under the magnetic commutation relations, the commutator of the Hamiltonian with the virial
consists of a potential, a kinetic and a magnetic part. -/
theorem commutator_virial [Fintype ι] [DecidableEq ι] {x P G : ι → A} {V : A}
    {F : ι → ι → A} (h : MagneticRelations x P V G F) :
    hamiltonian P V * virial x P - virial x P * hamiltonian P V =
      I • (∑ j, x j * G j - ∑ j, P j * P j - magneticTerm x P F) := by
  -- the kinetic energy moves the position
  have hx : ∀ j, (∑ k, P k * P k) * x j - x j * (∑ k, P k * P k) = (-(2 * I)) • P j := by
    intro j
    have term : ∀ k, P k * P k * x j - x j * (P k * P k) =
        if j = k then (-(2 * I)) • P k else 0 := by
      intro k
      have e : P k * P k * x j - x j * (P k * P k) =
          -(P k * (x j * P k - P k * x j)) - (x j * P k - P k * x j) * P k := by
        noncomm_ring
      rw [e, h.xP j k]
      split_ifs
      · simp only [mul_smul_comm, smul_mul_assoc, mul_one, one_mul]
        module
      · simp
    rw [Finset.sum_mul, Finset.mul_sum, ← Finset.sum_sub_distrib,
      Finset.sum_congr rfl (fun k _ => term k)]
    simp
  -- the field turns the kinetic momentum
  have hP : ∀ j, (∑ k, P k * P k) * P j - P j * (∑ k, P k * P k) =
      (-I) • ∑ k, (F j k * P k + P k * F j k) := by
    intro j
    rw [Finset.sum_mul, Finset.mul_sum, ← Finset.sum_sub_distrib, Finset.smul_sum]
    refine Finset.sum_congr rfl (fun k _ => ?_)
    have e : P k * P k * P j - P j * (P k * P k) =
        -(P k * (P j * P k - P k * P j)) - (P j * P k - P k * P j) * P k := by
      noncomm_ring
    rw [e, h.PP j k]
    simp only [mul_smul_comm, smul_mul_assoc]
    module
  -- product rule for each component of the virial
  have key : ∀ j, hamiltonian P V * (x j * P j) - x j * P j * hamiltonian P V =
      I • (x j * G j - P j * P j -
        x j * ((1 / 2 : ℂ) • ∑ k, (F j k * P k + P k * F j k))) := by
    intro j
    have e : hamiltonian P V * (x j * P j) - x j * P j * hamiltonian P V =
        (1 / 2 : ℂ) • (((∑ k, P k * P k) * x j - x j * (∑ k, P k * P k)) * P j
          + x j * ((∑ k, P k * P k) * P j - P j * (∑ k, P k * P k)))
        + ((V * x j - x j * V) * P j + x j * (V * P j - P j * V)) := by
      unfold hamiltonian
      generalize (∑ k, P k * P k) = K
      simp only [add_mul, mul_add, sub_mul, mul_sub, smul_mul_assoc, mul_smul_comm, mul_assoc]
      module
    rw [e, hx, hP, h.Vx, h.VP]
    simp only [smul_mul_assoc, mul_smul_comm, zero_mul]
    module
  unfold virial magneticTerm
  rw [Finset.mul_sum, Finset.sum_mul, ← Finset.sum_sub_distrib,
    Finset.sum_congr rfl (fun j _ => key j), ← Finset.smul_sum]
  simp only [Finset.sum_sub_distrib]
```

## Stationary states

Write $\langle T\rangle=\langle\psi,T\psi\rangle$. This is unnormalised; for $\psi\neq0$, division by $\langle\psi,\psi\rangle$ gives the usual expectation value.

```lean
variable {E : Type*} [NormedAddCommGroup E] [InnerProductSpace ℂ E]

/-- The expectation value `⟨ψ, T ψ⟩`, without normalisation of `ψ`. -/
def expect (ψ : E) (T : Module.End ℂ E) : ℂ := inner ℂ ψ (T ψ)
```

If $H$ is symmetric and $H\psi=\varepsilon\psi$ with $\psi\ne0$, then $\varepsilon$ is real and

$$\langle[H,D]\rangle=\langle H\psi,D\psi\rangle-\varepsilon\langle\psi,D\psi\rangle=0 .$$

For $\psi=0$ the claim is immediate.

```lean
/-- Hypervirial theorem: in an eigenvector of a symmetric operator `H`, the commutator of `H`
with any operator `D` has zero expectation value. -/
theorem hypervirial {H : Module.End ℂ E} (hH : H.IsSymmetric) (D : Module.End ℂ E)
    {ψ : E} {ε : ℂ} (hψ : H ψ = ε • ψ) : expect ψ (H * D - D * H) = 0 := by
  by_cases h0 : ψ = 0
  · simp [expect, h0]
  -- the eigenvalue is real
  have hreal : (starRingEnd ℂ) ε = ε := by
    have h1 : inner ℂ (H ψ) ψ = inner ℂ ψ (H ψ) := hH ψ ψ
    rw [hψ, inner_smul_left, inner_smul_right] at h1
    exact mul_right_cancel₀ (inner_self_ne_zero.mpr h0) h1
  have h2 : inner ℂ (H ψ) (D ψ) = inner ℂ ψ (H (D ψ)) := hH ψ (D ψ)
  rw [hψ, inner_smul_left, hreal] at h2
  simp only [expect, LinearMap.sub_apply, Module.End.mul_apply, inner_sub_right]
  rw [← h2, hψ, map_smul, inner_smul_right, sub_self]
```

Moving each $P_k$ across the inner product twice, and $V$ once, shows that $H$ is symmetric.

```lean
/-- The Hamiltonian is symmetric if the kinetic momenta and the potential are. -/
theorem hamiltonian_symmetric [Fintype ι] {P : ι → Module.End ℂ E} {V : Module.End ℂ E}
    (hP : ∀ j, (P j).IsSymmetric) (hV : V.IsSymmetric) : (hamiltonian P V).IsSymmetric := by
  intro u v
  have h1 : ∀ k, inner ℂ (P k (P k u)) v = inner ℂ u (P k (P k v)) :=
    fun k => (hP k _ _).trans (hP k _ _)
  have h2 : inner ℂ (V u) v = inner ℂ u (V v) := hV u v
  have hc : (starRingEnd ℂ) (1 / 2 : ℂ) = 1 / 2 := by
    simpa only [Complex.ofReal_div, Complex.ofReal_one, Complex.ofReal_ofNat] using
      Complex.conj_ofReal (1 / 2)
  simp only [hamiltonian, LinearMap.add_apply, LinearMap.smul_apply, LinearMap.sum_apply,
    Module.End.mul_apply, inner_add_left, inner_add_right, inner_smul_left, inner_smul_right,
    sum_inner, inner_sum, h1, h2, hc]
```

Taking the expectation value of $[H,D]$ and cancelling $i$ gives

$$\langle P^2\rangle=\Big\langle\sum_jx_jG_j\Big\rangle-\langle M\rangle .$$

The type `Module.End ℂ E` makes every operator act on all of `E`. For differential operators, one must still show that the eigenfunction lies in a common invariant domain. This fails for the Coulomb potential of a point nucleus, where repeated multiplication by $1/r$ leaves the square-integrable functions, so the theorems here do not cover that case as they stand.

```lean
/-- Magnetic virial theorem: for symmetric kinetic momenta and potential obeying the magnetic
commutation relations, every eigenvector of `P²/2 + V` has
`⟨P²⟩ = ⟨∑ x_j G_j⟩ - ⟨∑ x_j (F_jk P_k + P_k F_jk) / 2⟩`. -/
theorem magnetic_virial [Fintype ι] [DecidableEq ι] {x P G : ι → Module.End ℂ E}
    {V : Module.End ℂ E} {F : ι → ι → Module.End ℂ E} (h : MagneticRelations x P V G F)
    (hP : ∀ j, (P j).IsSymmetric) (hV : V.IsSymmetric)
    {ψ : E} {ε : ℂ} (hψ : hamiltonian P V ψ = ε • ψ) :
    expect ψ (∑ j, P j * P j) =
      expect ψ (∑ j, x j * G j) - expect ψ (magneticTerm x P F) := by
  have h0 := hypervirial (hamiltonian_symmetric hP hV) (virial x P) hψ
  rw [commutator_virial h] at h0
  unfold expect at h0 ⊢
  rw [LinearMap.smul_apply, inner_smul_right, LinearMap.sub_apply, LinearMap.sub_apply,
    inner_sub_right, inner_sub_right] at h0
  have h1 := (mul_eq_zero.mp h0).resolve_left I_ne_zero
  linear_combination -h1
```

## A uniform field in the plane

Here $M=x(BP_y)+y(-BP_x)=BL$, so

$$\langle P^2\rangle=\langle xG_x+yG_y\rangle-B\langle L\rangle .$$

```lean
/-- In the plane, for symmetric kinetic momenta and potential obeying the magnetic commutation
relations with a uniform field `B`, every eigenvector of `P²/2 + V` has
`⟨P²⟩ = ⟨x G_x + y G_y⟩ - B ⟨x P_y - y P_x⟩`. -/
theorem planar_virial {x P G : Fin 2 → Module.End ℂ E} {V : Module.End ℂ E} {B : ℝ}
    (h : MagneticRelations x P V G (uniformField B))
    (hP : ∀ j, (P j).IsSymmetric) (hV : V.IsSymmetric)
    {ψ : E} {ε : ℂ} (hψ : hamiltonian P V ψ = ε • ψ) :
    expect ψ (P 0 * P 0 + P 1 * P 1) =
      expect ψ (x 0 * G 0 + x 1 * G 1) - B * expect ψ (kineticL x P) := by
  have hL : magneticTerm x P (uniformField B) = (B : ℂ) • kineticL x P := by
    have f00 : (uniformField B 0 0 : Module.End ℂ E) = 0 := by simp [uniformField]
    have f01 : (uniformField B 0 1 : Module.End ℂ E) = (B : ℂ) • 1 := by simp [uniformField]
    have f10 : (uniformField B 1 0 : Module.End ℂ E) = (-(B : ℂ)) • 1 := by
      simp [uniformField]
    have f11 : (uniformField B 1 1 : Module.End ℂ E) = 0 := by simp [uniformField]
    simp only [magneticTerm, kineticL, Fin.sum_univ_two, f00, f01, f10, f11, zero_mul,
      mul_zero, add_zero, zero_add, smul_mul_assoc, mul_smul_comm, one_mul, mul_one, mul_add]
    module
  have h0 := magnetic_virial h hP hV hψ
  rw [hL, Fin.sum_univ_two, Fin.sum_univ_two] at h0
  rw [h0]
  simp only [expect, LinearMap.smul_apply, inner_smul_right]
```

If $xG_x+yG_y=nV$, insert this into $\varepsilon\langle\psi,\psi\rangle=\tfrac12\langle P^2\rangle+\langle V\rangle$:

$$\varepsilon\langle\psi,\psi\rangle=\Big(1+\frac n2\Big)\langle V\rangle-\frac B2\langle L\rangle .$$

Consider one electron, with its spin left out, in a model quantum dot with $V=\tfrac12\omega_0^2r^2$, so $n=2$. In the symmetric gauge its ground state is proportional to $e^{-\Omega r^2/2}$, with $\Omega^2=\omega_0^2+B^2/4$. Normalised, $\langle r^2\rangle=1/\Omega$, $\langle V\rangle=\omega_0^2/(2\Omega)$ and $\langle L\rangle=-B/(2\Omega)$. The formula returns $\varepsilon=\Omega$.

```lean
/-- In the plane, let symmetric kinetic momenta and potential obey the magnetic commutation
relations with a uniform field `B`, and let `x G_x + y G_y = n V`, as for a potential homogeneous of
degree `n`. For an eigenvector of `P²/2 + V` with eigenvalue `ε`, the energy relation is
`ε ⟨ψ, ψ⟩ = (1 + n/2) ⟨V⟩ - (B/2) ⟨x P_y - y P_x⟩`. -/
theorem homogeneous_energy {x P G : Fin 2 → Module.End ℂ E} {V : Module.End ℂ E} {B n : ℝ}
    (h : MagneticRelations x P V G (uniformField B))
    (hP : ∀ j, (P j).IsSymmetric) (hV : V.IsSymmetric)
    (hG : x 0 * G 0 + x 1 * G 1 = (n : ℂ) • V)
    {ψ : E} {ε : ℂ} (hψ : hamiltonian P V ψ = ε • ψ) :
    ε * inner ℂ ψ ψ = (1 + n / 2) * expect ψ V - B / 2 * expect ψ (kineticL x P) := by
  have h0 := planar_virial h hP hV hψ
  have h1 := congrArg (fun φ => inner ℂ ψ φ) hψ
  simp only [hamiltonian, Fin.sum_univ_two, LinearMap.add_apply, LinearMap.smul_apply,
    inner_add_right, inner_smul_right] at h1
  rw [hG] at h0
  simp only [expect, LinearMap.add_apply, LinearMap.smul_apply, inner_add_right,
    inner_smul_right] at h0 ⊢
  linear_combination -h1 + (1 / 2) * h0
```

With $V=0$, symmetry turns $\langle P_j^2\rangle$ into $\|P_j\psi\|^2$, hence

$$B\langle L\rangle=-\big(\|P_x\psi\|^2+\|P_y\psi\|^2\big).$$

The orbital moment is proportional to the charge times $L$, and $B$ contains the same charge. The orbital moment of a free planar particle in such a state therefore never points along the field, whatever the sign of the charge.

```lean
/-- Without a potential, and for symmetric kinetic momenta obeying the magnetic commutation
relations in the plane, every eigenvector of `P²/2` in a uniform field has
`B ⟨x P_y - y P_x⟩ = -(‖P_x ψ‖² + ‖P_y ψ‖²)`. -/
theorem diamagnetic_identity {x P : Fin 2 → Module.End ℂ E} {B : ℝ}
    (h : MagneticRelations x P 0 0 (uniformField B)) (hP : ∀ j, (P j).IsSymmetric)
    {ψ : E} {ε : ℂ} (hψ : hamiltonian P 0 ψ = ε • ψ) :
    B * expect ψ (kineticL x P) = -((‖P 0 ψ‖ : ℂ) ^ 2 + (‖P 1 ψ‖ : ℂ) ^ 2) := by
  have h0 := planar_virial h hP (fun u v => by simp) hψ
  have hn : ∀ j, inner ℂ ψ (P j (P j ψ)) = (‖P j ψ‖ : ℂ) ^ 2 := fun j =>
    (hP j ψ (P j ψ)).symm.trans (inner_self_eq_norm_sq_to_K (P j ψ))
  have hz : expect ψ (x 0 * (0 : Fin 2 → Module.End ℂ E) 0
      + x 1 * (0 : Fin 2 → Module.End ℂ E) 1) = 0 := by simp [expect]
  have hk : expect ψ (P 0 * P 0 + P 1 * P 1) = (‖P 0 ψ‖ : ℂ) ^ 2 + (‖P 1 ψ‖ : ℂ) ^ 2 := by
    simp only [expect, LinearMap.add_apply, Module.End.mul_apply, inner_add_right, hn]
  rw [hz, hk] at h0
  linear_combination h0
```

## Polynomials that satisfy the relations

For a polynomial vector potential $a$, with the charge absorbed, take $P_j=-i\partial_j-a_j$.

```lean
/-- The kinetic momentum `-i ∂_j - a_j` on polynomials, for a polynomial vector potential. -/
def polyMomentum (a : ι → MvPolynomial ι ℂ) (j : ι) : Module.End ℂ (MvPolynomial ι ℂ) :=
  -(I • (MvPolynomial.pderiv j).toLinearMap) - LinearMap.mulLeft ℂ (a j)
```

Acting on a polynomial $f$, the product rule and $\partial_j\partial_k f=\partial_k\partial_j f$ give

$$[P_j,P_k]f=i(\partial_ja_k-\partial_ka_j)f,\qquad [v,P_j]f=i(\partial_jv)f .$$

The commutation relations are thus consistent for any polynomial $a$ and $v$. This example carries no inner product, so it does not test the symmetry hypotheses of the theorems above.

```lean
/-- On polynomials, multiplication by the coordinates and by `v`, with the momenta
`-i ∂_j - a_j`, obeys the magnetic commutation relations with gradient `∂_j v` and field
`∂_j a_k - ∂_k a_j`. -/
theorem magneticRelations_witness [DecidableEq ι] (a : ι → MvPolynomial ι ℂ)
    (v : MvPolynomial ι ℂ) :
    MagneticRelations (fun j => LinearMap.mulLeft ℂ (MvPolynomial.X j : MvPolynomial ι ℂ))
      (polyMomentum a) (LinearMap.mulLeft ℂ v)
      (fun j => LinearMap.mulLeft ℂ (MvPolynomial.pderiv j v))
      (fun j k => LinearMap.mulLeft ℂ
        (MvPolynomial.pderiv j (a k) - MvPolynomial.pderiv k (a j))) := by
  have hp : ∀ j f, polyMomentum a j f =
      -(MvPolynomial.C I * MvPolynomial.pderiv j f) - a j * f := by
    intro j f
    rw [← MvPolynomial.smul_eq_C_mul]
    rfl
  -- partial derivatives commute
  have hc : ∀ (j k : ι) (f : MvPolynomial ι ℂ), MvPolynomial.pderiv j (MvPolynomial.pderiv k f) =
      MvPolynomial.pderiv k (MvPolynomial.pderiv j f) := by
    intro j k f
    have h0 : ⁅(MvPolynomial.pderiv j : Derivation ℂ (MvPolynomial ι ℂ) (MvPolynomial ι ℂ)),
        (MvPolynomial.pderiv k : Derivation ℂ (MvPolynomial ι ℂ) (MvPolynomial ι ℂ))⁆ =
        (0 : Derivation ℂ (MvPolynomial ι ℂ) (MvPolynomial ι ℂ)) := by
      apply MvPolynomial.derivation_ext
      intro i
      rw [Derivation.commutator_apply]
      simp only [MvPolynomial.pderiv_X, Pi.single_apply]
      split_ifs <;> simp
    have h1 := congrArg
      (fun D : Derivation ℂ (MvPolynomial ι ℂ) (MvPolynomial ι ℂ) => D f) h0
    simp only [Derivation.commutator_apply, Derivation.zero_apply] at h1
    exact sub_eq_zero.mp h1
  constructor
  · intro j k
    refine LinearMap.ext fun f => ?_
    by_cases hjk : j = k
    · subst hjk
      simp only [if_true, LinearMap.sub_apply, Module.End.mul_apply, LinearMap.mulLeft_apply,
        hp, MvPolynomial.pderiv_mul, MvPolynomial.pderiv_X_self, LinearMap.smul_apply,
        Module.End.one_apply, MvPolynomial.smul_eq_C_mul]
      ring
    · simp only [if_neg hjk, LinearMap.sub_apply, Module.End.mul_apply,
        LinearMap.mulLeft_apply, hp, MvPolynomial.pderiv_mul,
        MvPolynomial.pderiv_X_of_ne hjk, LinearMap.zero_apply]
      ring
  · intro j k
    refine LinearMap.ext fun f => ?_
    simp only [LinearMap.sub_apply, Module.End.mul_apply, LinearMap.mulLeft_apply, hp,
      map_sub, map_neg, MvPolynomial.pderiv_mul, MvPolynomial.pderiv_C, LinearMap.smul_apply,
      MvPolynomial.smul_eq_C_mul]
    linear_combination (MvPolynomial.C I) ^ 2 * hc j k f
  · intro j
    refine LinearMap.ext fun f => ?_
    simp only [LinearMap.sub_apply, Module.End.mul_apply, LinearMap.mulLeft_apply,
      LinearMap.zero_apply]
    ring
  · intro j
    refine LinearMap.ext fun f => ?_
    simp only [LinearMap.sub_apply, Module.End.mul_apply, LinearMap.mulLeft_apply, hp,
      MvPolynomial.pderiv_mul, LinearMap.smul_apply, MvPolynomial.smul_eq_C_mul]
    ring

end

end MagneticVirial
```

```lean
#print axioms MagneticVirial.magnetic_virial
#print axioms MagneticVirial.homogeneous_energy
#print axioms MagneticVirial.diamagnetic_identity
```

```
'MagneticVirial.magnetic_virial' depends on axioms: [propext, Classical.choice, Quot.sound]
'MagneticVirial.homogeneous_energy' depends on axioms: [propext, Classical.choice, Quot.sound]
'MagneticVirial.diamagnetic_identity' depends on axioms: [propext, Classical.choice, Quot.sound]
```
